# On a connected bond graph, every diagonal matrix that anticommutes with H is a multiple of the sublattice operator

Two sites are treated here as bonded when the Hamiltonian matrix has a nonzero element between them, in either direction. Distances and lattice geometry play no role. The graph is read off from the matrix $H$ itself: distinct sites $i$ and $j$ are joined when $H_{ij}\neq 0$ or $H_{ji}\neq 0$. For a Hermitian $H$ the two conditions coincide. Admitting either one makes the graph undirected for every complex matrix, and Hermiticity is then not needed as a hypothesis.

## One free scalar

Let $H$ be a complex matrix indexed by a finite set of sites. A sublattice operator of $H$ is a diagonal matrix $G=\mathrm{diag}(g)$ with every $g_i=\pm1$ and

$$GH=-HG .$$

Suppose that such a $G$ exists and that the bond graph of $H$ is connected. If $D=\mathrm{diag}(d)$ is any complex diagonal matrix with $DH=-HD$, then

$$D=c\,G \quad\text{for some } c\in\mathbb{C}.$$

If $D$ also has entries $\pm1$, then $c=\pm1$, so the sublattice operator is unique up to a global sign. Conversely, if every anticommuting diagonal matrix is a multiple of $G$, the bond graph must be connected.

One slip in stating the result is to demand $c=\pm1$ for every $D$. The matrices $D=0$ and $D=2G$ both anticommute with $H$, so the restriction to a sign is correct only after the entries of $D$ have been restricted to signs.

## Labelling sublattices from a hopping matrix

If a finite, non-interacting tight-binding model has a sublattice operator and a connected bond graph, a code can find $G$, up to a global sign, by giving one site the sign $+1$ and reversing the sign across each bond. Sorting the sites by sign then brings $H$ to block off-diagonal form. The choice of starting site can change the result only by exchanging the names of the two sublattices.

On a disconnected graph each component needs its own starting sign, and the relative signs are conventions. A quantity such as $\mathrm{Tr}\,G$, the difference between the numbers of sites on the two sublattices, can then depend on those conventions by more than an overall sign. A connectivity check on the hopping matrix detects this case.

## The product $d_i g_i$ does not change across a bond

Multiplication by a diagonal matrix from the left scales rows, and from the right it scales columns:

$$(DH)_{ij}=d_iH_{ij},\qquad (HD)_{ij}=H_{ij}d_j .$$

Anticommutation is therefore equivalent to

$$(d_i+d_j)H_{ij}=0\qquad\text{for all } i,j .$$

Let $i$ and $j$ be bonded. If $H_{ij}\neq0$, this equation gives $d_j=-d_i$. If instead $H_{ji}\neq0$, the equation with the indices exchanged gives the same result. The argument applies equally to $g$, so $g_j=-g_i$, and

$$d_jg_j=(-d_i)(-g_i)=d_ig_i .$$

The product is thus the same at both ends of a bond and, by repetition, at both ends of any path.

If there are no sites, there is nothing to show. Otherwise choose a reference site $i_0$ and set $c=d_{i_0}g_{i_0}$. Connectedness supplies a path from $i_0$ to any site $k$, so $d_kg_k=c$. Multiplying by $g_k$ and using $g_k^2=1$ gives

$$d_k=c\,g_k ,$$

which is $D=cG$. If $D$ is itself a sublattice operator, then $c=d_{i_0}g_{i_0}$ is a product of two signs and hence $\pm1$.

## Decoupled parts can be rescaled separately

For the converse, suppose that site $j$ cannot be reached from site $i$. Keep the signs $g$ on the component of $i$ and put zero elsewhere:

$$d_k=\begin{cases}g_k,&k\text{ reachable from }i,\\0,&\text{otherwise.}\end{cases}$$

Whenever $H_{kl}\neq0$, the sites $k$ and $l$ are equal or bonded, so either both are reachable from $i$ or neither is. In the first case $d_k+d_l=g_k+g_l=0$, because $G$ anticommutes with $H$. In the second case both entries vanish. Hence $D$ anticommutes with $H$.

If $D$ were equal to $cG$, the entry at $j$ would give $0=c\,g_j$, and therefore $c=0$. The entry at $i$ would then give $g_i=0$, which contradicts $g_i=\pm1$.

Two decoupled dimers show what fails without connectedness. Take four sites numbered from 0, with nonzero hopping only between 0 and 1 and between 2 and 3. Then $g=(1,-1,1,-1)$ defines a sublattice operator, and so does $g'=(1,-1,-1,1)$, although neither is a multiple of the other. Here $\mathrm{Tr}\,G$ is zero for both choices. For two isolated sites with $H=0$, by contrast, the signs $(1,1)$ and $(1,-1)$ are both allowed and give traces 2 and 0.

## Lean source

```lean
import Mathlib

open Matrix

namespace SublatticeOperatorUniqueness

variable {n : Type*}

/-- The bond graph of a Hamiltonian matrix: two distinct sites are joined when a matrix element
between them, in either direction, is nonzero. -/
def bondGraph (H : Matrix n n ℂ) : SimpleGraph n :=
  SimpleGraph.fromRel (fun i j => H i j ≠ 0)

variable [Fintype n] [DecidableEq n]

/-- The signs `g` define a sublattice operator of `H`: each site carries `1` or `-1`, and the
diagonal matrix of these signs anticommutes with `H`. -/
structure IsSublatticeOperator (H : Matrix n n ℂ) (g : n → ℂ) : Prop where
  sign : ∀ i, g i = 1 ∨ g i = -1
  anticomm : diagonal g * H = -(H * diagonal g)

/-- A diagonal matrix anticommutes with `H` exactly when, for every matrix element of `H`, either
the element vanishes or the two diagonal entries at its ends add up to zero. -/
theorem diagonal_anticommute_iff (H : Matrix n n ℂ) (d : n → ℂ) :
    diagonal d * H = -(H * diagonal d) ↔ ∀ i j, (d i + d j) * H i j = 0 := by
  constructor
  · intro h i j
    have hij := congrFun (congrFun h i) j
    rw [Matrix.neg_apply, Matrix.diagonal_mul, Matrix.mul_diagonal] at hij
    linear_combination hij
  · intro h
    ext i j
    rw [Matrix.neg_apply, Matrix.diagonal_mul, Matrix.mul_diagonal]
    linear_combination h i j

omit [Fintype n] in
/-- Two diagonal matrices are proportional with factor `c` exactly when their entries are, site
by site. -/
theorem diagonal_eq_smul_iff (d g : n → ℂ) (c : ℂ) :
    diagonal d = c • diagonal g ↔ ∀ k, d k = c * g k := by
  constructor
  · intro h k
    simpa using congrFun (congrFun h k) k
  · intro h
    have hd : d = c • g := funext h
    rw [hd, Matrix.diagonal_smul]

/-- The entries of a diagonal matrix that anticommutes with `H` change sign across every bond. -/
theorem sign_flip_across_bond {H : Matrix n n ℂ} {d : n → ℂ}
    (hd : diagonal d * H = -(H * diagonal d)) {i j : n} (hij : (bondGraph H).Adj i j) :
    d j = -d i := by
  rw [diagonal_anticommute_iff] at hd
  obtain ⟨_, h | h⟩ := (SimpleGraph.fromRel_adj _ _ _).1 hij
  · linear_combination (mul_eq_zero.1 (hd i j)).resolve_right h
  · linear_combination (mul_eq_zero.1 (hd j i)).resolve_right h

/-- If two diagonal matrices both anticommute with `H`, the product of their entries is the same
at any two sites linked by a path of bonds. -/
theorem product_constant_along_path {H : Matrix n n ℂ} {d g : n → ℂ}
    (hd : diagonal d * H = -(H * diagonal d)) (hg : diagonal g * H = -(H * diagonal g))
    {i j : n} (hij : (bondGraph H).Reachable i j) : d i * g i = d j * g j := by
  obtain ⟨p⟩ := hij
  induction p with
  | nil => rfl
  | cons hadj _ ih =>
    -- both factors change sign across the first bond
    rw [← ih, sign_flip_across_bond hd hadj, sign_flip_across_bond hg hadj]
    ring

/-- Uniqueness of the sublattice operator: if the bond graph of `H` is connected, every diagonal
matrix that anticommutes with `H` is a scalar multiple of the sublattice operator. -/
theorem sublattice_operator_unique {H : Matrix n n ℂ} {g : n → ℂ}
    (hG : IsSublatticeOperator H g) (hconn : (bondGraph H).Preconnected)
    (d : n → ℂ) (hd : diagonal d * H = -(H * diagonal d)) :
    ∃ c : ℂ, diagonal d = c • diagonal g := by
  rcases isEmpty_or_nonempty n with hn | ⟨⟨i₀⟩⟩
  · exact ⟨0, (diagonal_eq_smul_iff d g 0).2 fun k => isEmptyElim k⟩
  · -- the factor is read off at a reference site
    refine ⟨d i₀ * g i₀, (diagonal_eq_smul_iff d g _).2 fun k => ?_⟩
    have h := product_constant_along_path hd hG.anticomm (hconn i₀ k)
    have hsq : g k * g k = 1 := by
      rcases hG.sign k with hk | hk <;> rw [hk] <;> norm_num
    linear_combination (-g k) * h - d k * hsq

/-- For a Hamiltonian with a sublattice operator, all anticommuting diagonal matrices are
multiples of that operator if and only if the bond graph is connected. -/
theorem unique_iff_connected {H : Matrix n n ℂ} {g : n → ℂ} (hG : IsSublatticeOperator H g) :
    (∀ d : n → ℂ, diagonal d * H = -(H * diagonal d) → ∃ c : ℂ, diagonal d = c • diagonal g) ↔
      (bondGraph H).Preconnected := by
  classical
  refine ⟨fun huniq i j => ?_, fun hconn => sublattice_operator_unique hG hconn⟩
  by_contra hij
  have hne : ∀ k, g k ≠ 0 := by
    intro k
    rcases hG.sign k with hk | hk <;> rw [hk] <;> norm_num
  have step : ∀ k l, H k l ≠ 0 →
      ((bondGraph H).Reachable i k ↔ (bondGraph H).Reachable i l) := by
    intro k l h
    by_cases e : k = l
    · rw [e]
    · have a : (bondGraph H).Adj k l := (SimpleGraph.fromRel_adj _ _ _).2 ⟨e, Or.inl h⟩
      exact ⟨fun r => r.trans a.reachable, fun r => r.trans a.symm.reachable⟩
  -- restrict the sublattice signs to the connected component of site `i`
  obtain ⟨c, hc⟩ := huniq (fun k => if (bondGraph H).Reachable i k then g k else 0) (by
    rw [diagonal_anticommute_iff]
    intro k l
    by_cases h : H k l = 0
    · rw [h, mul_zero]
    · by_cases r : (bondGraph H).Reachable i k
      · have r' := (step k l h).1 r
        simp only [if_pos r, if_pos r']
        exact (diagonal_anticommute_iff H g).1 hG.anticomm k l
      · have r' : ¬ (bondGraph H).Reachable i l := fun q => r ((step k l h).2 q)
        simp only [if_neg r, if_neg r', add_zero, zero_mul])
  rw [diagonal_eq_smul_iff] at hc
  have hi := hc i
  have hj := hc j
  simp only [if_pos (SimpleGraph.Reachable.refl (G := bondGraph H) i)] at hi
  simp only [if_neg hij] at hj
  -- the factor vanishes at `j`, which contradicts its value at `i`
  have c0 : c = 0 := (mul_eq_zero.1 hj.symm).resolve_right (hne j)
  rw [c0, zero_mul] at hi
  exact hne i hi

/-- On a connected bond graph, two sublattice operators of the same Hamiltonian agree up to a
global sign. -/
theorem sublattice_signs_unique {H : Matrix n n ℂ} {g g' : n → ℂ}
    (hG : IsSublatticeOperator H g) (hG' : IsSublatticeOperator H g')
    (hconn : (bondGraph H).Preconnected) : g' = g ∨ g' = -g := by
  rcases isEmpty_or_nonempty n with hn | ⟨⟨i₀⟩⟩
  · exact Or.inl (funext fun k => isEmptyElim k)
  · obtain ⟨c, hc⟩ := sublattice_operator_unique hG hconn g' hG'.anticomm
    rw [diagonal_eq_smul_iff] at hc
    have hc1 : c = 1 ∨ c = -1 := by
      have k := hc i₀
      rcases hG.sign i₀ with a | a <;> rcases hG'.sign i₀ with b | b <;> rw [a, b] at k
      · left; linear_combination -k
      · right; linear_combination -k
      · right; linear_combination k
      · left; linear_combination k
    rcases hc1 with h | h
    · left; funext k; rw [hc k, h, one_mul]
    · right; funext k; rw [hc k, h, Pi.neg_apply, neg_one_mul]

/-- The Hamiltonian of an open three-site chain with complex hopping amplitudes `t` and `s`. -/
def trimer (t s : ℂ) : Matrix (Fin 3) (Fin 3) ℂ :=
  !![0, t, 0; star t, 0, s; 0, star s, 0]

/-- The three-site chain with nonzero hoppings is Hermitian, has the alternating signs
`1, -1, 1` as a sublattice operator, and has a connected bond graph. -/
theorem trimer_witness {t s : ℂ} (ht : t ≠ 0) (hs : s ≠ 0) :
    (trimer t s).IsHermitian ∧ IsSublatticeOperator (trimer t s) ![1, -1, 1] ∧
      (bondGraph (trimer t s)).Preconnected := by
  refine ⟨Matrix.IsHermitian.ext fun i j => ?_, ⟨fun i => ?_, ?_⟩, ?_⟩
  · fin_cases i <;> fin_cases j <;> simp [trimer]
  · fin_cases i <;> simp
  · rw [diagonal_anticommute_iff]
    intro i j
    fin_cases i <;> fin_cases j <;> simp [trimer]
  · have h01 : (bondGraph (trimer t s)).Adj 0 1 :=
      (SimpleGraph.fromRel_adj _ _ _).2 ⟨by decide, Or.inl (by simpa [trimer] using ht)⟩
    have h12 : (bondGraph (trimer t s)).Adj 1 2 :=
      (SimpleGraph.fromRel_adj _ _ _).2 ⟨by decide, Or.inl (by simpa [trimer] using hs)⟩
    -- every site is reached from the middle one
    have h : ∀ i, (bondGraph (trimer t s)).Reachable 1 i := by
      intro i
      fin_cases i
      exacts [h01.symm.reachable, SimpleGraph.Reachable.refl _, h12.reachable]
    exact fun i j => (h i).symm.trans (h j)

/-- For the two-site hopping Hamiltonian, with sublattice signs `1, -1`, there is a non-diagonal
matrix that anticommutes with the Hamiltonian and is no multiple of the sublattice operator. -/
theorem nondiagonal_not_unique :
    IsSublatticeOperator !![0, 1; 1, 0] ![1, -1] ∧
    (!![0, -Complex.I; Complex.I, 0] * !![0, 1; 1, 0] : Matrix (Fin 2) (Fin 2) ℂ) =
      -(!![0, 1; 1, 0] * !![0, -Complex.I; Complex.I, 0]) ∧
    ∀ c : ℂ, !![0, -Complex.I; Complex.I, 0] ≠ c • diagonal ![1, -1] := by
  refine ⟨⟨fun i => ?_, ?_⟩, ?_, fun c h => ?_⟩
  · fin_cases i <;> simp
  · rw [diagonal_anticommute_iff]
    intro i j
    fin_cases i <;> fin_cases j <;> simp
  · ext i j
    fin_cases i <;> fin_cases j <;> simp [Matrix.mul_apply, Fin.sum_univ_succ]
  · have h01 := congrFun (congrFun h 0) 1
    simp [Matrix.diagonal] at h01

end SublatticeOperatorUniqueness
```

```lean
#print axioms SublatticeOperatorUniqueness.sublattice_operator_unique
#print axioms SublatticeOperatorUniqueness.unique_iff_connected
#print axioms SublatticeOperatorUniqueness.sublattice_signs_unique
#print axioms SublatticeOperatorUniqueness.nondiagonal_not_unique
```

```
'SublatticeOperatorUniqueness.sublattice_operator_unique' depends on axioms: [propext, Classical.choice, Quot.sound]
'SublatticeOperatorUniqueness.unique_iff_connected' depends on axioms: [propext, Classical.choice, Quot.sound]
'SublatticeOperatorUniqueness.sublattice_signs_unique' depends on axioms: [propext, Classical.choice, Quot.sound]
'SublatticeOperatorUniqueness.nondiagonal_not_unique' depends on axioms: [propext, Classical.choice, Quot.sound]
```

## What the theorems say about a Hamiltonian

The type `n` is the finite set of basis states, called sites above, and `H : Matrix n n ℂ` is the Hamiltonian in that basis. The function `d : n → ℂ` lists the diagonal entries of $D$, and `diagonal d` is the matrix. The structure `IsSublatticeOperator H g` contains the two defining conditions on $G$: each value of `g` is `1` or `-1`, and `diagonal g` anticommutes with `H`.

The definition `bondGraph` applies `SimpleGraph.fromRel` to the relation `H i j ≠ 0`. This construction makes the relation symmetric and leaves out loops, as the convention for bonds requires. `Preconnected` means that any two sites are linked by a path. It also admits an empty set of sites, whereas Mathlib's `Connected` additionally requires at least one.

The central theorem, `sublattice_operator_unique`, takes a sublattice operator, a connected bond graph and an anticommuting diagonal matrix, and returns the factor `c`. The equivalence with connectedness is `unique_iff_connected`, and the version up to a global sign is `sublattice_signs_unique`.

Several limits matter when these statements are applied to a code:

- **Existence of $G$ is assumed.** Physically, this assumption says that the sites split into two sublattices with no matrix elements within either one, on-site energies included. Three mutually coupled sites, for example, have no sublattice operator, because signs cannot alternate around a triangle.
- **Diagonal refers to the chosen basis.** If spin is part of the basis, spin-up and spin-down states are separate elements of `n`. A Hamiltonian with no matrix elements between them has a disconnected bond graph, even if the underlying lattice is connected.
- **Zero means exactly zero.** A program that discards matrix elements below a tolerance is testing the graph of the truncated matrix. The theorem applies to that matrix, provided that $G$ anticommutes with it exactly.
- **Only diagonal matrices are classified.** The theorem `nondiagonal_not_unique` takes the two-site Hamiltonian $\sigma_x$ with $G=\sigma_z$, where $\sigma_x,\sigma_y,\sigma_z$ are the Pauli matrices. The matrix $\sigma_y$ also anticommutes with $\sigma_x$ and is not a multiple of $\sigma_z$.

The theorem `trimer_witness` provides a concrete case with complex amplitudes. An open three-site chain with nonzero hoppings $t$ and $s$ is Hermitian, has a connected bond graph, and has the sublattice signs $(1,-1,1)$.

## How the lemmas follow the derivation

`diagonal_anticommute_iff` turns the matrix equation into $(d_i+d_j)H_{ij}=0$. Its proof compares the entries at $i,j$, rewrites the two products as row and column scalings, and lets `linear_combination` do the rearrangement. `diagonal_eq_smul_iff` performs the corresponding translation for proportional diagonal matrices.

`sign_flip_across_bond` splits a bond into its two possible causes, $H_{ij}\neq0$ and $H_{ji}\neq0$. In each case `mul_eq_zero` says that one factor vanishes, and the nonzero matrix element rules out the second factor.

`product_constant_along_path` is an induction on the path. A path of length zero is immediate. For a longer path, the induction hypothesis covers everything after the first bond, and the two sign changes across that bond cancel by `ring`.

In `sublattice_operator_unique`, the factor supplied is `d i₀ * g i₀`. The fact `hsq` records $g_k^2=1$, and the last `linear_combination` carries out the multiplication by $g_k$ that solves for $d_k$.

The forward direction of `unique_iff_connected` assumes that $j$ is unreachable from $i$ and passes the restricted signs to the uniqueness hypothesis. The auxiliary statement `step` says that a nonzero matrix element never links a reachable site to an unreachable one. Evaluating the supposed proportionality at $j$ and then at $i$ produces the contradiction. The reverse direction is the central theorem.

`sublattice_signs_unique` obtains $c$ from the central theorem and checks the four combinations of signs at the reference site. The two examples are verified entry by entry, apart from the connectedness of the trimer, which follows because every site can be reached from the middle one.
